# Deleting the last row and column of an invertible matrix leaves an invertible matrix exactly when the corner entry of the inverse is nonzero

In some continuous-time quantum Monte Carlo codes each of the $n$ interaction vertices contributes one row and one column to a matrix. Inverting this matrix afresh after a vertex removal takes $O(n^3)$ operations. Correcting the stored inverse takes only $O(n^2)$, but divides by the corner entry $s$ of that inverse. If $s=0$, the formula cannot be applied, and the question is whether the smaller matrix is then really singular or could still be inverted in another way.

Let $K$ be a field, such as $\mathbb R$ or $\mathbb C$, and write

$$M=\begin{pmatrix}A&b\\c&d\end{pmatrix},\qquad N=\begin{pmatrix}P&q\\r&s\end{pmatrix},\qquad MN=1.$$

Here $A$ describes the vertices kept, $b$ and $c$ are the column and row of the removed vertex, and $d$ and $s$ are scalars. Since the matrices are square and finite, $MN=1$ makes $N$ the two-sided inverse.

```lean
import Mathlib

open Matrix

namespace VertexRemoval

variable {K n m : Type*} [Field K] [Fintype n] [DecidableEq n] [Fintype m] [DecidableEq m]
```

In Lean, `bordered A b c d` is $M$, with index set `n ⊕ Unit`: the kept vertices plus one more. The entries are arbitrary, so no particular Green function or interaction is assumed.

```lean
/-- The matrix of a configuration in which one vertex, with column `b`, row `c` and
diagonal entry `d`, is adjoined to the vertices described by `A`. -/
def bordered (A : Matrix n n K) (b c : n → K) (d : K) : Matrix (n ⊕ Unit) (n ⊕ Unit) K :=
  Matrix.fromBlocks A (Matrix.of fun i _ => b i) (Matrix.of fun _ j => c j)
    (Matrix.of fun _ _ => d)
```

## (a) The determinant of the kept block

**Task.** Let several vertices be removed, so that $M$ has blocks $A,B,C,D$ and its inverse has blocks $P,Q,R,S$. Show that $\det A=\det M\,\det S$.

**Solution.** The second block column of $MN=1$ reads $AQ+BS=0$ and $CQ+DS=1$. Hence

$$M\begin{pmatrix}1&Q\\0&S\end{pmatrix}=\begin{pmatrix}A&0\\C&1\end{pmatrix}.$$

Both triangular determinants are products over diagonal blocks, which gives the claim. In the proof, `Matrix.fromBlocks_inj` extracts the block equations and `key` is the displayed product.

```lean
/-- The determinant of the vertices that are kept is the full determinant times the
determinant of the block of the inverse that belongs to the removed vertices. -/
theorem det_kept {A P : Matrix n n K} {B Q : Matrix n m K} {C R : Matrix m n K}
    {D S : Matrix m m K}
    (h : Matrix.fromBlocks A B C D * Matrix.fromBlocks P Q R S = 1) :
    A.det = (Matrix.fromBlocks A B C D).det * S.det := by
  rw [Matrix.fromBlocks_multiply, ← Matrix.fromBlocks_one, Matrix.fromBlocks_inj] at h
  obtain ⟨_, h12, _, h22⟩ := h
  -- only the second block column of the inverse is used
  have key : Matrix.fromBlocks A B C D * Matrix.fromBlocks 1 Q 0 S
      = Matrix.fromBlocks A 0 C 1 := by
    rw [Matrix.fromBlocks_multiply, h12, h22]
    simp
  have hdet := congrArg Matrix.det key
  rw [Matrix.det_mul, Matrix.det_fromBlocks_zero₂₁, Matrix.det_fromBlocks_zero₁₂,
    Matrix.det_one, Matrix.det_one, one_mul, mul_one] at hdet
  exact hdet.symm
```

## (b) Removing a block of vertices

**Task.** Show that $A$ is invertible if and only if $S$ is, and that then $A^{-1}=P-QS^{-1}R$.

**Solution.** From $\det M\det N=1$ we have $\det M\ne0$, so by (a) $\det A$ and $\det S$ vanish together. For invertible $S$, use $AP+BR=1$ and $AQ=-BS$:

$$A(P-QS^{-1}R)=AP+BSS^{-1}R=AP+BR=1.$$

`IsUnit` means invertible. The `calc` block is this computation, and `Matrix.inv_eq_right_inv` turns a right inverse into the inverse.

```lean
/-- Removal of several vertices at once: the remaining matrix `A` is invertible exactly when
the removed block `S` of the inverse is, and then its inverse is `P - Q S⁻¹ R`. -/
theorem block_removal {A P : Matrix n n K} {B Q : Matrix n m K} {C R : Matrix m n K}
    {D S : Matrix m m K}
    (h : Matrix.fromBlocks A B C D * Matrix.fromBlocks P Q R S = 1) :
    (IsUnit A ↔ IsUnit S) ∧ (IsUnit S → A⁻¹ = P - Q * S⁻¹ * R) := by
  constructor
  · have hM : (Matrix.fromBlocks A B C D).det ≠ 0 := by
      apply left_ne_zero_of_mul_eq_one (b := (Matrix.fromBlocks P Q R S).det)
      rw [← Matrix.det_mul, h, Matrix.det_one]
    rw [Matrix.isUnit_iff_isUnit_det A, Matrix.isUnit_iff_isUnit_det S, det_kept h]
    simp only [isUnit_iff_ne_zero, mul_ne_zero_iff]
    exact ⟨fun h => h.2, fun h => ⟨hM, h⟩⟩
  · intro hS
    rw [Matrix.fromBlocks_multiply, ← Matrix.fromBlocks_one, Matrix.fromBlocks_inj] at h
    obtain ⟨h11, h12, _, _⟩ := h
    have hS' : S * S⁻¹ = 1 :=
      Matrix.mul_nonsing_inv S ((Matrix.isUnit_iff_isUnit_det S).1 hS)
    have hAQ : A * Q = -(B * S) := eq_neg_of_add_eq_zero_left h12
    apply Matrix.inv_eq_right_inv
    calc A * (P - Q * S⁻¹ * R) = A * P - A * Q * S⁻¹ * R := by
          simp only [Matrix.mul_sub, Matrix.mul_assoc]
      _ = A * P + B * (S * S⁻¹) * R := by
          rw [hAQ]
          simp only [Matrix.neg_mul, Matrix.mul_assoc, sub_neg_eq_add]
      _ = 1 := by rw [hS', Matrix.mul_one, h11]
```

## (c) Removing one vertex

**Task.** Show that $A$ is invertible if and only if $s\ne0$, and that then $A^{-1}=P-qr/s$.

**Solution.** Take $S=(s)$ in (b). Its determinant is $s$ and its inverse is $(1/s)$, so

$$(A^{-1})_{ij}=P_{ij}-\frac{q_i r_j}{s}.$$

The outer product $qr$ is `Matrix.vecMulVec q r`. The proof identifies the one-by-one inverse and compares entries.

```lean
/-- Removal of one vertex: the remaining matrix `A` is invertible exactly when the corner
entry `s` of the full inverse is nonzero, and then `A⁻¹ = P - q r / s`. -/
theorem vertex_removal {A P : Matrix n n K} {b c q r : n → K} {d s : K}
    (h : bordered A b c d * bordered P q r s = 1) :
    (IsUnit A ↔ s ≠ 0) ∧ (s ≠ 0 → A⁻¹ = P - s⁻¹ • Matrix.vecMulVec q r) := by
  unfold bordered at h
  obtain ⟨hiff, hinv⟩ := block_removal h
  have hdet : (Matrix.of fun (_ _ : Unit) => s : Matrix Unit Unit K).det = s :=
    Matrix.det_unique _
  have hunit : IsUnit (Matrix.of fun (_ _ : Unit) => s : Matrix Unit Unit K) ↔ s ≠ 0 := by
    rw [Matrix.isUnit_iff_isUnit_det, hdet, isUnit_iff_ne_zero]
  refine ⟨hiff.trans hunit, fun hs => ?_⟩
  -- the inverse of the one-by-one block is the reciprocal
  have hsi : (Matrix.of fun (_ _ : Unit) => s : Matrix Unit Unit K)⁻¹
      = Matrix.of fun _ _ => s⁻¹ := by
    apply Matrix.inv_eq_right_inv
    ext i j
    simp [Matrix.mul_apply, hs]
  rw [hinv (hunit.2 hs), hsi]
  ext i j
  simp only [Matrix.sub_apply, Matrix.mul_apply, Finset.univ_unique, Finset.sum_singleton,
    Matrix.of_apply, Matrix.smul_apply, Matrix.vecMulVec_apply, smul_eq_mul]
  ring
```

## (d) The determinant ratio

**Task.** Show that $\det A/\det M=s$.

**Solution.** Part (a) gives $\det A=s\det M$; divide by $\det M\neq0$. When the configuration weight has this determinant as a factor, that factor contributes $s$ to the removal ratio; any further determinant, such as that of the other spin, the couplings and the proposal probabilities enter separately.

```lean
/-- The ratio of the determinants after and before the removal of one vertex is the corner
entry `s` of the full inverse. -/
theorem removal_det_ratio {A P : Matrix n n K} {b c q r : n → K} {d s : K}
    (h : bordered A b c d * bordered P q r s = 1) :
    A.det / (bordered A b c d).det = s := by
  have hM : (bordered A b c d).det ≠ 0 := by
    apply left_ne_zero_of_mul_eq_one (b := (bordered P q r s).det)
    rw [← Matrix.det_mul, h, Matrix.det_one]
  have hdet : (Matrix.of fun (_ _ : Unit) => s : Matrix Unit Unit K).det = s :=
    Matrix.det_unique _
  have hA : A.det = (bordered A b c d).det * s := by
    unfold bordered at h ⊢
    have h' := det_kept h
    rw [hdet] at h'
    exact h'
  rw [div_eq_iff hM, hA, mul_comm]
```

## (e) The null vector at $s=0$

**Task.** For $s=0$, exhibit a nonzero vector that $A$ annihilates.

**Solution.** The last column of $MN=1$ gives $Aq+bs=0$ and $c\cdot q+ds=1$. With $s=0$ these become $Aq=0$ and $c\cdot q=1$, so $q\ne0$. The smaller matrix is therefore singular, and the division fails for a real reason. Lean reads off the same two equations as `h12` and `h22`.

```lean
/-- If the corner entry of the full inverse vanishes, the rest `q` of its last column is a nonzero
null vector of the remaining matrix. -/
theorem null_vector_of_corner_zero {A P : Matrix n n K} {b c q r : n → K} {d : K}
    (h : bordered A b c d * bordered P q r 0 = 1) :
    A *ᵥ q = 0 ∧ q ≠ 0 := by
  unfold bordered at h
  rw [Matrix.fromBlocks_multiply, ← Matrix.fromBlocks_one, Matrix.fromBlocks_inj] at h
  obtain ⟨_, h12, _, h22⟩ := h
  constructor
  · ext i
    have hi := congrFun (congrFun h12 i) ()
    simpa [Matrix.mul_apply, Matrix.mulVec, dotProduct] using hi
  · intro hq
    have h0 := congrFun (congrFun h22 ()) ()
    simp [Matrix.mul_apply, hq] at h0
```

## (f) A vertex anywhere in the list

**Task.** Let $MG=1$ and $G_{kk}\ne0$. Invert the matrix left after deleting row and column $k$.

In Lean the remaining indices form the subtype `{i // i ≠ k}`, so nothing is renumbered.

```lean
/-- The matrix of the configuration `M` after row and column `k` are deleted. -/
def deleteVertex (M : Matrix n n K) (k : n) : Matrix {i // i ≠ k} {i // i ≠ k} K :=
  M.submatrix Subtype.val Subtype.val
```

**Solution.** For $i\ne k$ and any $l$, splitting off the $k$-th term gives

$$\sum_{x\ne k}M_{ix}G_{xl}=\delta_{il}-M_{ik}G_{kl}.$$

Apply this with $l=j\neq k$ and with $l=k$:

$$\sum_{x\ne k}M_{ix}\Big(G_{xj}-\frac{G_{xk}G_{kj}}{G_{kk}}\Big)=\delta_{ij}-M_{ik}G_{kj}+M_{ik}G_{kk}\frac{G_{kj}}{G_{kk}}=\delta_{ij}.$$

The bracket is the required inverse. The split is `e`, and `linear_combination` performs the final cancellation. This theorem covers only the direction from $G_{kk}\neq0$ to invertibility.

A code can take the determinant ratio, which is again $G_{kk}$, decide on acceptance, and apply this rank-one correction only if the removal is accepted. In floating point a small $G_{kk}$ can amplify rounding errors, whereas the theorem concerns exact arithmetic.

```lean
/-- Fast update for a vertex `k` anywhere in the list: if `G` is the inverse of `M` and
`G k k ≠ 0`, deleting row and column `k` of `M` leaves an invertible matrix whose inverse
has the entries `G i j - G i k * G k j / G k k`. -/
theorem fast_update {M G : Matrix n n K} (h : M * G = 1) (k : n) (hk : G k k ≠ 0) :
    IsUnit (deleteVertex M k) ∧
    (deleteVertex M k)⁻¹
      = Matrix.of fun i j : {i // i ≠ k} => G i j - G i k * G k j / G k k := by
  have key : deleteVertex M k
      * (Matrix.of fun i j : {i // i ≠ k} => G i j - G i k * G k j / G k k) = 1 := by
    ext i j
    -- split the removed vertex off the product `M * G = 1`
    have e : ∀ l : n, ∑ x : {x // x ≠ k}, M i x * G x l
        = (1 : Matrix n n K) i l - M i k * G k l := by
      intro l
      rw [← h, Matrix.mul_apply, Fintype.sum_eq_add_sum_subtype_ne _ k]
      ring
    have hone : (1 : Matrix {i // i ≠ k} {i // i ≠ k} K) i j = (1 : Matrix n n K) i j := by
      by_cases hij : i = j
      · subst hij
        rw [Matrix.one_apply_eq, Matrix.one_apply_eq]
      · rw [Matrix.one_apply_ne hij, Matrix.one_apply_ne (fun h' => hij (Subtype.ext h'))]
    have hc : G k k * (G k j / G k k) = G k j := by field_simp
    calc _ = ∑ x : {x // x ≠ k}, M i x * G x j
          - (∑ x : {x // x ≠ k}, M i x * G x k) * (G k j / G k k) := by
          simp only [deleteVertex, Matrix.mul_apply, Matrix.submatrix_apply, Matrix.of_apply]
          rw [Finset.sum_mul, ← Finset.sum_sub_distrib]
          exact Finset.sum_congr rfl fun x _ => by ring
      _ = _ := by
          rw [e, e, Matrix.one_apply_ne i.2, hone]
          linear_combination M i k * hc
  exact ⟨⟨⟨_, _, key, mul_eq_one_comm.1 key⟩, rfl⟩, Matrix.inv_eq_right_inv key⟩
```

## (g) Both cases occur

**Task.** Give inverse pairs with $s=2$ and with $s=0$.

**Solution.**

$$\begin{pmatrix}2&1\\1&1\end{pmatrix}\begin{pmatrix}1&-1\\-1&2\end{pmatrix}=1,\qquad\begin{pmatrix}0&1\\1&0\end{pmatrix}^2=1.$$

In the first pair $A=(2)$, and (c) gives $1-\tfrac12=\tfrac12$. In the second $A=(0)$ is singular. Lean checks the products entry by entry.

```lean
/-- Two explicit pairs of inverse two-vertex matrices over the rationals, the first with corner
entry `2` in its second factor and the second with corner entry `0` there. -/
theorem vertex_removal_witness :
    bordered (Matrix.of fun _ _ : Fin 1 => (2 : ℚ)) (fun _ => 1) (fun _ => 1) 1
      * bordered (Matrix.of fun _ _ => 1) (fun _ => -1) (fun _ => -1) 2 = 1 ∧
    bordered (Matrix.of fun _ _ : Fin 1 => (0 : ℚ)) (fun _ => 1) (fun _ => 1) 0
      * bordered (Matrix.of fun _ _ => 0) (fun _ => 1) (fun _ => 1) 0 = 1 := by
  constructor <;> ext i j <;> rcases i with i | i <;> rcases j with j | j <;>
    fin_cases i <;> fin_cases j <;>
    norm_num [bordered, Matrix.mul_apply, Fintype.sum_sum_type, Matrix.one_apply] <;>
    intro h <;> cases h

end VertexRemoval
```

The four theorems listed below rest only on Lean's standard axioms.

```lean
#print axioms VertexRemoval.vertex_removal
-- 'VertexRemoval.vertex_removal' depends on axioms: [propext, Classical.choice, Quot.sound]
#print axioms VertexRemoval.removal_det_ratio
-- 'VertexRemoval.removal_det_ratio' depends on axioms: [propext, Classical.choice, Quot.sound]
#print axioms VertexRemoval.null_vector_of_corner_zero
-- 'VertexRemoval.null_vector_of_corner_zero' depends on axioms: [propext, Classical.choice, Quot.sound]
#print axioms VertexRemoval.fast_update
-- 'VertexRemoval.fast_update' depends on axioms: [propext, Classical.choice, Quot.sound]
```
